# Cubic and quartic constants of a quadratic force field in curvilinear internal coordinates

## A harmonic bond pushed sideways

Take a single bond of length $r > 0$ and force constant $k$. Hold one end fixed and move the other by $y$ perpendicular to the bond. The bond lengthens by

$$s(y) = \sqrt{r^2 + y^2} - r = \frac{y^2}{2r} + O(y^4),$$

and its energy is

$$V(y) = \tfrac12 k\, s(y)^2 = \frac{k}{8r^2}\, y^4 + O(y^6).$$

The energy is exactly quadratic in the stretch $s$, yet its leading term in $y$ is quartic. The fourth derivative at $y = 0$ is $24 \cdot k/(8r^2) = 3k/r^2$. All of this anharmonicity comes from the curvature of $s$ as a function of $y$.

## Curved coordinates on a straight line

A normal coordinate moves the atoms along straight lines, whereas bond lengths and angles are in general nonlinear functions of the atomic positions. Let $t$ be the position on a normal-coordinate line, with the reference geometry at $t = 0$. Let $s_i(t)$ be the internal coordinates, measured as displacements so that $s_i(0) = 0$. With a symmetric matrix of force constants $f_{ij}$, the quadratic force field is

$$V(t) = \tfrac12 \sum_{i,j} f_{ij}\, s_i(t)\, s_j(t).$$

If the $s_i$ are four times continuously differentiable, then

$$V'''(0) = 3 \sum_{i,j} f_{ij}\, s_i'\, s_j'', \qquad V''''(0) = \sum_{i,j} f_{ij}\left(4\, s_i'\, s_j''' + 3\, s_i''\, s_j''\right),$$

with all derivatives of the coordinates taken at $t = 0$. These constants are plain derivatives; the Taylor coefficients are $V'''(0)/6$ and $V''''(0)/24$.

Second-order vibrational perturbation theory (VPT2) takes cubic and quartic constants in normal coordinates as input. For a force field that is purely quadratic in the internal coordinates, the formulas give the diagonal constants, those with all derivatives along one mode. Constants that mix several modes need derivatives in more than one direction.

## Four derivatives by the product rule

Write $s_i^{(a)}$ for the $a$-th derivative of $s_i$ and define the contraction

$$D_{ab}(t) = \sum_{i,j} f_{ij}\, s_i^{(a)}(t)\, s_j^{(b)}(t).$$

The product rule, applied to each term, gives

$$D_{ab}' = D_{a+1,b} + D_{a,b+1}.$$

Exchanging the names of the summation indices and using $f_{ji} = f_{ij}$ gives $D_{ab} = D_{ba}$. Starting from $V = \tfrac12 D_{00}$,

$$\begin{aligned}
V' &= \tfrac12 (D_{10} + D_{01}) = D_{01},\\
V'' &= D_{11} + D_{02},\\
V''' &= (D_{21} + D_{12}) + (D_{12} + D_{03}) = 3D_{12} + D_{03},\\
V'''' &= 3(D_{22} + D_{13}) + (D_{13} + D_{04}) = 3D_{22} + 4D_{13} + D_{04}.
\end{aligned}$$

These hold at every $t$. At $t = 0$ each term of $D_{0b}$ contains a factor $s_i(0) = 0$, so $D_{03}$ and $D_{04}$ vanish. What remains is $V'''(0) = 3D_{12}(0)$ and $V''''(0) = 4D_{13}(0) + 3D_{22}(0)$, which are the two formulas.

If every $s_i$ were linear in $t$, all second and third derivatives would be zero and both constants would vanish.

## Several bonds sharing one transverse displacement

Suppose that several bonds of lengths $r_i > 0$ all undergo the same perpendicular displacement $y$. An example is a linear triatomic molecule whose central atom moves off the axis while the outer atoms stay fixed. For each bond,

$$s_i' = \frac{y}{\sqrt{r_i^2 + y^2}}, \qquad s_i'(0) = 0.$$

The quotient rule at $y = 0$ gives

$$s_i''(0) = \frac{1 \cdot r_i - 0 \cdot s_i'(0)}{r_i^2} = \frac{1}{r_i}.$$

Every term with a first derivative drops out, so the third derivatives are not needed, and

$$V'''(0) = 0, \qquad V''''(0) = 3 \sum_{i,j} \frac{f_{ij}}{r_i r_j}.$$

For a single bond this is $3k/r^2$ again. The second derivative $V''(0) = D_{11}(0)$ is also zero: stretching force constants alone give this displacement no harmonic frequency. In the linear triatomic molecule, the bending force constant supplies it. Since the bond angle is itself a nonlinear function of $y$, a term quadratic in the change of angle also contributes to the quartic constant, and the sum above is only the stretching part.

## The force field as Lean objects

The internal coordinates are labelled by a finite type `ι`, and `s : ι → ℝ → ℝ` assigns to each label a real function of the position on the line. The force constants are a real matrix `f`, with symmetry as the hypothesis `f.IsSymm`. No positivity is required, so the reference geometry need not be a minimum. The definition `potential f s` is $V$, with the sum over all ordered pairs, and `coupling f s a b` is $D_{ab}$.

The hypothesis `hs` says that each coordinate is four times continuously differentiable on the whole line. The hypothesis `h0` says that it vanishes at the reference geometry. Under these, `cubic_constant` and `quartic_constant` state the two general formulas, with `deriv` for first derivatives and `iteratedDeriv n` for higher ones.

Nothing in these theorems refers to masses or to the diagonalisation of a Hessian. They hold along any line, or any parametrised path, on which the hypotheses are satisfied, and a normal coordinate is the intended use. In the bond examples $y$ is an ordinary length; if $y = cQ$ with a mass-weighted coordinate $Q$ and a constant $c$, the quartic constant in $Q$ carries a factor $c^4$.

The force field has no cubic or quartic terms of its own in the $s_i$. A real bond has them, and their contributions add to those computed here.

The theorem `transverse_bonds` treats the coupled bonds and needs only symmetry of `f` and positive lengths. The theorem `single_transverse_bond` writes the energy of one bond explicitly and gives `3 * k / r ^ 2`.

```lean
import Mathlib

open Finset

namespace CurvilinearAnharmonicity

noncomputable section

variable {ι : Type*} [Fintype ι]

/-- The quadratic force field `V = (1/2) ∑ f_ij s_i s_j` in internal coordinates `s_i`, as a
function of the real parameter `t` on which the coordinates depend. -/
def potential (f : Matrix ι ι ℝ) (s : ι → ℝ → ℝ) (t : ℝ) : ℝ :=
  1 / 2 * ∑ i, ∑ j, f i j * (s i t * s j t)

/-- The force constants contracted with the `a`-th and `b`-th derivatives of the
internal coordinates. -/
def coupling (f : Matrix ι ι ℝ) (s : ι → ℝ → ℝ) (a b : ℕ) (t : ℝ) : ℝ :=
  ∑ i, ∑ j, f i j * (iteratedDeriv a (s i) t * iteratedDeriv b (s j) t)

/-- For symmetric force constants the two derivative orders in a contraction can be
exchanged. -/
theorem coupling_symm {f : Matrix ι ι ℝ} (hf : f.IsSymm) (s : ι → ℝ → ℝ) (a b : ℕ) (t : ℝ) :
    coupling f s a b t = coupling f s b a t := by
  unfold coupling
  rw [Finset.sum_comm]
  refine Finset.sum_congr rfl fun x _ => Finset.sum_congr rfl fun y _ => ?_
  rw [hf.apply x y]
  ring

/-- Product rule: differentiating a contraction along the line raises either one of its
two derivative orders. -/
theorem hasDerivAt_coupling (f : Matrix ι ι ℝ) {s : ι → ℝ → ℝ}
    (hs : ∀ i, ContDiff ℝ 4 (s i)) {a b : ℕ} (ha : a < 4) (hb : b < 4) (t : ℝ) :
    HasDerivAt (coupling f s a b)
      (coupling f s (a + 1) b t + coupling f s a (b + 1) t) t := by
  have step : ∀ (i : ι) (k : ℕ), k < 4 →
      HasDerivAt (iteratedDeriv k (s i)) (iteratedDeriv (k + 1) (s i) t) t := by
    intro i k hk
    rw [iteratedDeriv_succ]
    exact ((hs i).differentiable_iteratedDeriv k (by exact_mod_cast hk) t).hasDerivAt
  have h : HasDerivAt
      (fun t => ∑ i, ∑ j, f i j * (iteratedDeriv a (s i) t * iteratedDeriv b (s j) t))
      (∑ i, ∑ j, f i j * (iteratedDeriv (a + 1) (s i) t * iteratedDeriv b (s j) t
        + iteratedDeriv a (s i) t * iteratedDeriv (b + 1) (s j) t)) t :=
    HasDerivAt.fun_sum fun i _ => HasDerivAt.fun_sum fun j _ =>
      ((step i a ha).fun_mul (step j b hb)).const_mul (f i j)
  refine h.congr_deriv ?_
  simp only [coupling, mul_add, Finset.sum_add_distrib]

/-- The first four derivatives of the force field at every point of the line. -/
theorem potential_derivatives {f : Matrix ι ι ℝ} (hf : f.IsSymm) {s : ι → ℝ → ℝ}
    (hs : ∀ i, ContDiff ℝ 4 (s i)) :
    iteratedDeriv 1 (potential f s) = (fun t => coupling f s 0 1 t) ∧
    iteratedDeriv 2 (potential f s) = (fun t => coupling f s 1 1 t + coupling f s 0 2 t) ∧
    iteratedDeriv 3 (potential f s) = (fun t => 3 * coupling f s 1 2 t + coupling f s 0 3 t) ∧
    iteratedDeriv 4 (potential f s) = (fun t =>
      3 * coupling f s 2 2 t + 4 * coupling f s 1 3 t + coupling f s 0 4 t) := by
  have d : ∀ a b : ℕ, a < 4 → b < 4 → ∀ t, HasDerivAt (fun t => coupling f s a b t)
      (coupling f s (a + 1) b t + coupling f s a (b + 1) t) t :=
    fun a b ha hb t => hasDerivAt_coupling f hs ha hb t
  have hV : potential f s = fun t => 1 / 2 * coupling f s 0 0 t := by
    funext t
    simp only [potential, coupling, iteratedDeriv_zero]
  -- each order follows from the previous one by the product rule and symmetry
  have e1 : iteratedDeriv 1 (potential f s) = (fun t => coupling f s 0 1 t) := by
    rw [iteratedDeriv_one, hV]
    funext t
    refine (((d 0 0 (by norm_num) (by norm_num) t).const_mul (1 / 2)).congr_deriv ?_).deriv
    norm_num only
    linarith [coupling_symm hf s 1 0 t]
  have e2 : iteratedDeriv 2 (potential f s) =
      (fun t => coupling f s 1 1 t + coupling f s 0 2 t) := by
    change iteratedDeriv (1 + 1) _ = _
    rw [iteratedDeriv_succ, e1]
    funext t
    exact (d 0 1 (by norm_num) (by norm_num) t).deriv
  have e3 : iteratedDeriv 3 (potential f s) =
      (fun t => 3 * coupling f s 1 2 t + coupling f s 0 3 t) := by
    change iteratedDeriv (2 + 1) _ = _
    rw [iteratedDeriv_succ, e2]
    funext t
    refine (((d 1 1 (by norm_num) (by norm_num) t).fun_add
      (d 0 2 (by norm_num) (by norm_num) t)).congr_deriv ?_).deriv
    norm_num only
    linarith [coupling_symm hf s 2 1 t]
  refine ⟨e1, e2, e3, ?_⟩
  change iteratedDeriv (3 + 1) _ = _
  rw [iteratedDeriv_succ, e3]
  funext t
  refine ((((d 1 2 (by norm_num) (by norm_num) t).const_mul 3).fun_add
    (d 0 3 (by norm_num) (by norm_num) t)).congr_deriv ?_).deriv
  norm_num only
  ring

/-- Cubic constant of a quadratic force field in curvilinear internal coordinates that
vanish at the reference geometry: `V''' = 3 ∑ f_ij s_i' s_j''`. -/
theorem cubic_constant {f : Matrix ι ι ℝ} (hf : f.IsSymm) {s : ι → ℝ → ℝ}
    (hs : ∀ i, ContDiff ℝ 4 (s i)) (h0 : ∀ i, s i 0 = 0) :
    iteratedDeriv 3 (potential f s) 0 =
      3 * ∑ i, ∑ j, f i j * (deriv (s i) 0 * iteratedDeriv 2 (s j) 0) := by
  have hz : coupling f s 0 3 0 = 0 := by simp [coupling, h0]
  have h := congrFun (potential_derivatives hf hs).2.2.1 0
  rw [h, hz, add_zero]
  simp only [coupling, iteratedDeriv_one]

/-- Quartic constant of the same force field:
`V'''' = ∑ f_ij (4 s_i' s_j''' + 3 s_i'' s_j'')`. -/
theorem quartic_constant {f : Matrix ι ι ℝ} (hf : f.IsSymm) {s : ι → ℝ → ℝ}
    (hs : ∀ i, ContDiff ℝ 4 (s i)) (h0 : ∀ i, s i 0 = 0) :
    iteratedDeriv 4 (potential f s) 0 =
      ∑ i, ∑ j, f i j * (4 * (deriv (s i) 0 * iteratedDeriv 3 (s j) 0)
        + 3 * (iteratedDeriv 2 (s i) 0 * iteratedDeriv 2 (s j) 0)) := by
  have hz : coupling f s 0 4 0 = 0 := by simp [coupling, h0]
  have h := congrFun (potential_derivatives hf hs).2.2.2 0
  rw [h, hz, add_zero]
  simp only [coupling, iteratedDeriv_one, Finset.mul_sum, ← Finset.sum_add_distrib]
  exact Finset.sum_congr rfl fun i _ => Finset.sum_congr rfl fun j _ => by ring

/-- Elongation of a bond of length `r` when one end moves by `y` perpendicular to it. -/
def transverseStretch (r y : ℝ) : ℝ := √(r ^ 2 + y ^ 2) - r

/-- The transverse stretch is smooth to fourth order, and at `y = 0` its value and slope
vanish while its curvature is `1 / r`. -/
theorem transverseStretch_expansion {r : ℝ} (hr : 0 < r) :
    ContDiff ℝ 4 (transverseStretch r) ∧ transverseStretch r 0 = 0 ∧
    deriv (transverseStretch r) 0 = 0 ∧ iteratedDeriv 2 (transverseStretch r) 0 = 1 / r := by
  have hne : ∀ y : ℝ, r ^ 2 + y ^ 2 ≠ 0 := fun y => by positivity
  have hl : √(r ^ 2 + (0 : ℝ) ^ 2) = r := by
    rw [zero_pow two_ne_zero, add_zero, Real.sqrt_sq hr.le]
  have hlen : ∀ y : ℝ, HasDerivAt (fun y : ℝ => √(r ^ 2 + y ^ 2))
      (y / √(r ^ 2 + y ^ 2)) y := by
    intro y
    have h : HasDerivAt (fun y : ℝ => r ^ 2 + y ^ 2) (2 * y) y := by
      simpa using (hasDerivAt_pow 2 y).const_add (r ^ 2)
    exact (h.sqrt (hne y)).congr_deriv (mul_div_mul_left _ _ two_ne_zero)
  have hd : deriv (transverseStretch r) = fun y => y / √(r ^ 2 + y ^ 2) := by
    funext y
    exact ((hlen y).sub_const r).deriv
  refine ⟨?_, ?_, ?_, ?_⟩
  · have h : ContDiff ℝ 4 (fun y : ℝ => r ^ 2 + y ^ 2) := by fun_prop
    exact (h.sqrt hne).sub contDiff_const
  · rw [transverseStretch, hl, sub_self]
  · rw [hd]
    exact zero_div _
  · change iteratedDeriv (1 + 1) _ 0 = _
    rw [iteratedDeriv_succ, iteratedDeriv_one, hd]
    have hl0 : √(r ^ 2 + (0 : ℝ) ^ 2) ≠ 0 := by
      rw [hl]
      exact hr.ne'
    refine (((hasDerivAt_id' (0 : ℝ)).fun_div (hlen 0) hl0).congr_deriv ?_).deriv
    simp only [hl, zero_mul, sub_zero, one_mul]
    field_simp

/-- For coupled bonds all perpendicular to the displacement, the cubic constant vanishes
and the quartic constant is `3 ∑ f_ij / (r_i r_j)`. -/
theorem transverse_bonds {f : Matrix ι ι ℝ} (hf : f.IsSymm) {r : ι → ℝ} (hr : ∀ i, 0 < r i) :
    iteratedDeriv 3 (potential f fun i => transverseStretch (r i)) 0 = 0 ∧
    iteratedDeriv 4 (potential f fun i => transverseStretch (r i)) 0 =
      3 * ∑ i, ∑ j, f i j / (r i * r j) := by
  have hs := fun i => (transverseStretch_expansion (hr i)).1
  have h0 := fun i => (transverseStretch_expansion (hr i)).2.1
  have h1 := fun i => (transverseStretch_expansion (hr i)).2.2.1
  have h2 := fun i => (transverseStretch_expansion (hr i)).2.2.2
  constructor
  · rw [cubic_constant hf hs h0]
    simp only [h1, zero_mul, mul_zero, Finset.sum_const_zero]
  · rw [quartic_constant hf hs h0]
    simp only [h1, h2, Finset.mul_sum]
    exact Finset.sum_congr rfl fun i _ => Finset.sum_congr rfl fun j _ => by ring

/-- A single harmonic bond of force constant `k` and length `r`, displaced
perpendicular to itself, has quartic constant `3 k / r ^ 2`. -/
theorem single_transverse_bond (k : ℝ) {r : ℝ} (hr : 0 < r) :
    iteratedDeriv 4 (fun y => 1 / 2 * k * (√(r ^ 2 + y ^ 2) - r) ^ 2) 0 = 3 * k / r ^ 2 := by
  have e : (fun y => 1 / 2 * k * (√(r ^ 2 + y ^ 2) - r) ^ 2) =
      potential (Matrix.of fun _ _ : Unit => k) (fun _ => transverseStretch r) := by
    funext y
    simp only [potential, transverseStretch, Matrix.of_apply, Finset.univ_unique,
      Finset.sum_singleton]
    ring
  have hf : (Matrix.of fun _ _ : Unit => k).IsSymm := Matrix.IsSymm.ext fun _ _ => rfl
  rw [e, (transverse_bonds hf (r := fun _ => r) fun _ => hr).2]
  simp only [Matrix.of_apply, Finset.univ_unique, Finset.sum_singleton]
  ring

end

end CurvilinearAnharmonicity
```

```lean
#print axioms CurvilinearAnharmonicity.cubic_constant
#print axioms CurvilinearAnharmonicity.single_transverse_bond
```

```
'CurvilinearAnharmonicity.cubic_constant' depends on axioms: [propext, Classical.choice, Quot.sound]
'CurvilinearAnharmonicity.single_transverse_bond' depends on axioms: [propext, Classical.choice, Quot.sound]
```

## How the proof follows the contractions

The lemma `coupling_symm` is $D_{ab} = D_{ba}$. It exchanges the two sums with `Finset.sum_comm` and then uses the symmetry of `f` term by term.

The lemma `hasDerivAt_coupling` is the product rule for $D_{ab}$. Its inner statement `step` says that the $k$-th derivative of a coordinate has the $(k+1)$-th as its derivative, provided $k < 4$; this is where the smoothness hypothesis enters. The rule for products is then applied inside the double sum, and the result is split into $D_{a+1,b}$ and $D_{a,b+1}$.

The theorem `potential_derivatives` carries out the four-line calculation above. Each line is an equality of functions, valid at every `t`, because the next line differentiates it again. Symmetry is used in the first and third derivatives, where `linarith` receives $D_{10} = D_{01}$ and $D_{21} = D_{12}$. The second derivative follows directly from the product rule, and the fourth needs only the collection of equal terms by `ring`.

In `cubic_constant` and `quartic_constant`, the step `hz` shows that $D_{03}$ or $D_{04}$ vanishes at the origin, and the remaining contractions are written out as sums.

For the bonds, `transverseStretch_expansion` collects four properties of $\sqrt{r^2 + y^2} - r$: smoothness, zero value, zero slope and curvature $1/r$ at $y = 0$. Smoothness holds because $r^2 + y^2$ is never zero, which keeps the square root away from its singular point. The curvature comes from the quotient rule, as in the calculation by hand. The theorem `transverse_bonds` inserts these values into the general formulas, and `single_transverse_bond` applies it to a $1 \times 1$ matrix indexed by the one-element type `Unit`.

## Smoothness near the reference geometry only

The constants depend on the coordinates only near $t = 0$, but `hs` asks for smoothness along the whole line. This excludes some ordinary cases. A bond displaced along its own axis has $s(y) = |r + y| - r$, which has a kink at $y = -r$, where the two atoms meet.

The hypothesis could have been stated as four-times continuous differentiability near the reference point. Such coordinates would then be admitted and the two formulas would keep their form, while the derivative identities in `potential_derivatives` would hold in a neighbourhood of the origin instead of everywhere. The global version keeps the repeated differentiation simple, since no neighbourhood has to be tracked.

## The fifth derivative

The file stops at fourth order, but the same calculation by hand can be taken one step further. For coordinates that are five times continuously differentiable,

$$V^{(5)} = 3(D_{32} + D_{23}) + 4(D_{23} + D_{14}) + (D_{14} + D_{05}) = 10D_{23} + 5D_{14} + D_{05},$$

and $D_{05}$ vanishes at the reference geometry as before.
